# The renormalised contact T-matrix in vacuum has a bound-state pole exactly when $a>0$

Set $\hbar=1$. For two particles of mass $m>0$ in three dimensions, with a contact interaction tuned to a scattering length $a\neq0$, the inverse T-matrix at energy $-K^2/m$, $K>0$, has a finite limit as the momentum cutoff $L$ is removed:

$$\frac1{T_L(K)}\;\longrightarrow\;\frac{m}{4\pi}\left(\frac1a-K\right).$$

The limit vanishes for some $K>0$ exactly when $a>0$, and then only at $K=1/a$.

## Coupling and pair bubble

Take the pair at zero total momentum. A pair with relative momentum $k$ has kinetic energy $k^2/m$. With a sharp cutoff, the pair bubble $B$ and the bare coupling $g$ are given by

$$B=\frac{m}{2\pi^2}\int_0^L\frac{k^2}{k^2+K^2}\,dk,\qquad \frac1g=\frac{m}{4\pi a}-\frac{mL}{2\pi^2}.$$

The second formula is a renormalisation condition: the coupling changes with $L$ so that the scattering length stays equal to $a$.

A contact interaction does not depend on momentum, so the ladder equation is algebraic: $T=g-gBT$. Dividing by $g$ gives $T(1/g+B)=1$, and multiplying by $g$ leads back. A pole of $T$ is therefore a zero of $1/g+B$, and at negative energy it signals a bound state.

## Cancelling the divergence

Since $k^2/(k^2+K^2)=1-K^2/(k^2+K^2)$, the integral is $L-K\arctan(L/K)$. The terms linear in $L$ cancel:

$$\frac1g+B=\frac{m}{4\pi a}-\frac{mK}{2\pi^2}\arctan\frac LK.$$

As $L\to\infty$ the arctangent tends to $\pi/2$, which gives the stated limit. It is zero exactly when $aK=1$. With $K>0$ this requires $a>0$, and the energy is then $-1/(ma^2)$. When $aK\neq1$, taking the reciprocal gives

$$T\to\frac{4\pi}{m}\,\frac{a}{1-aK}.$$

## Finite cutoff

For $L>0$, put $\delta=\pi/2-\arctan(L/K)=\arctan(K/L)$. Because $y<\tan y$ for $0<y<\pi/2$, we have $0<\delta<K/L$. The inverse T-matrix exceeds its limit by

$$\frac{mK}{2\pi^2}\,\delta<\frac{mK^2}{2\pi^2L}.$$

If it vanishes at finite $L$, then $1/a=(2K/\pi)\arctan(L/K)>0$, so that

$$0<K-\frac1a=\frac{2K}{\pi}\,\delta<\frac{2K^2}{\pi L}.$$

Such zeros occur: $a=2$, $K=L=1$ is one.

## Reading the Lean statement

`invCoupling`, `pairBubble` and `invT` are $1/g$, $B$ and their sum, all real-valued. In `renormalized_pole`, `Tendsto (invT m a K) atTop` means $L\to\infty$ at fixed $m$, $a$, $K$. Its three parts give the limit, the equivalence between a zero at some positive $K$ and $a>0$, and the location $K=1/a$. The limit is written with $(1-aK)/a$ in place of $1/a-K$.

The ladder equation and the tuned coupling are taken as the model, not derived from a Hamiltonian. `ladder_iff` assumes `g * invCoupling m a L = 1`, which excludes the cutoff $L=\pi/(2a)$, where $1/g=0$ and no finite coupling exists. Contact models of dilute gases often fix the coupling by such a two-body condition; the calculation here concerns an isolated pair at negative energy, without a medium.

```lean
import Mathlib

open Filter Topology Real

namespace ContactTMatrix

noncomputable section

/-- Inverse bare coupling of a contact interaction with momentum cutoff `L`, tuned to the
scattering length `a`; the domain is `a ≠ 0`. -/
def invCoupling (m a L : ℝ) : ℝ := m / (4 * π * a) - m * L / (2 * π ^ 2)

/-- Pair bubble in vacuum at energy `-K ^ 2 / m`, with relative momenta up to `L`;
the domain is `m ≠ 0`, `K ≠ 0`. -/
def pairBubble (m K L : ℝ) : ℝ :=
  m / (2 * π ^ 2) * ∫ k in (0 : ℝ)..L, k ^ 2 / (k ^ 2 + K ^ 2)

/-- Inverse T-matrix at cutoff `L`: inverse bare coupling plus pair bubble;
the domain is `m ≠ 0`, `a ≠ 0`, `K ≠ 0`. -/
def invT (m a K L : ℝ) : ℝ := invCoupling m a L + pairBubble m K L

/-- A number `T` solves the ladder equation with bare coupling `g` exactly when it is the
reciprocal of `invT`. -/
theorem ladder_iff {m a K L g T : ℝ} (hg : g * invCoupling m a L = 1) :
    T = g - g * pairBubble m K L * T ↔ T * invT m a K L = 1 := by
  unfold invT
  constructor
  · intro h
    linear_combination invCoupling m a L * h + (1 - pairBubble m K L * T) * hg
  · intro h
    linear_combination g * h - T * hg

/-- The momentum integral of the pair bubble is `L` minus `K` times the arctangent of `L / K`. -/
theorem bubble_integral {K : ℝ} (hK : 0 < K) (L : ℝ) :
    ∫ k in (0 : ℝ)..L, k ^ 2 / (k ^ 2 + K ^ 2) = L - K * arctan (L / K) := by
  -- the antiderivative is k - K arctan (k / K)
  have hd : ∀ x : ℝ, HasDerivAt (fun k : ℝ => k - K * arctan (k / K))
      (x ^ 2 / (x ^ 2 + K ^ 2)) x := by
    intro x
    have h1 : HasDerivAt (fun k : ℝ => k / K) (1 / K) x := (hasDerivAt_id' x).div_const K
    refine ((hasDerivAt_id' x).fun_sub (h1.arctan.const_mul K)).congr_deriv ?_
    have hne : x ^ 2 + K ^ 2 ≠ 0 := by positivity
    have e : 1 + (x / K) ^ 2 = (x ^ 2 + K ^ 2) / K ^ 2 := by
      rw [div_pow, add_div, div_self (pow_ne_zero 2 hK.ne'), add_comm]
    rw [e]
    field_simp
    ring
  have hc : Continuous (fun k : ℝ => k ^ 2 / (k ^ 2 + K ^ 2)) :=
    Continuous.div (by fun_prop) (by fun_prop) (fun x => by positivity)
  rw [intervalIntegral.integral_eq_sub_of_hasDerivAt (fun x _ => hd x)
    (hc.intervalIntegrable _ _)]
  simp

/-- In the inverse T-matrix the terms linear in the cutoff cancel. -/
theorem invT_eq {K : ℝ} (hK : 0 < K) (m a L : ℝ) :
    invT m a K L = m / (4 * π * a) - m * K / (2 * π ^ 2) * arctan (L / K) := by
  unfold invT invCoupling pairBubble
  rw [bubble_integral hK]
  ring

/-- As the cutoff is removed, the inverse T-matrix tends to `(m / 4π) (1 / a - K)`, written
over the common denominator `a`. -/
theorem tendsto_invT {a K : ℝ} (m : ℝ) (ha : a ≠ 0) (hK : 0 < K) :
    Tendsto (invT m a K) atTop (𝓝 (m / (4 * π) * ((1 - a * K) / a))) := by
  have h1 : Tendsto (fun L : ℝ => arctan (L / K)) atTop (𝓝 (π / 2)) :=
    (tendsto_arctan_atTop.mono_right nhdsWithin_le_nhds).comp
      (tendsto_id.atTop_div_const hK)
  have h2 := (h1.const_mul (m * K / (2 * π ^ 2))).const_sub (m / (4 * π * a))
  have e : m / (4 * π * a) - m * K / (2 * π ^ 2) * (π / 2)
      = m / (4 * π) * ((1 - a * K) / a) := by
    have hpi := pi_ne_zero
    field_simp
    ring
  rw [← e, show invT m a K = _ from funext (invT_eq hK m a)]
  exact h2

/-- The inverse T-matrix of the contact interaction has a finite limit as the cutoff is removed.
The limit vanishes for some `K > 0` exactly when `a > 0`, and it vanishes only at `K = 1 / a`. -/
theorem renormalized_pole {m a : ℝ} (hm : 0 < m) (ha : a ≠ 0) :
    (∀ K, 0 < K → Tendsto (invT m a K) atTop (𝓝 (m / (4 * π) * ((1 - a * K) / a)))) ∧
    ((∃ K, 0 < K ∧ Tendsto (invT m a K) atTop (𝓝 0)) ↔ 0 < a) ∧
    (∀ K, 0 < K → (Tendsto (invT m a K) atTop (𝓝 0) ↔ K = 1 / a)) := by
  have key : ∀ K, 0 < K → (Tendsto (invT m a K) atTop (𝓝 0) ↔ K = 1 / a) := by
    intro K hK
    have hlim := tendsto_invT m ha hK
    constructor
    · intro h
      -- limits are unique, so the renormalized expression is zero
      have e := tendsto_nhds_unique h hlim
      have h0 : 1 - a * K = 0 := by
        by_contra hne
        exact mul_ne_zero (by positivity) (div_ne_zero hne ha) e.symm
      rw [eq_div_iff ha]
      linear_combination -h0
    · intro h
      have h0 : m / (4 * π) * ((1 - a * K) / a) = 0 := by
        rw [h, mul_one_div_cancel ha]
        simp
      rwa [h0] at hlim
  refine ⟨fun K hK => tendsto_invT m ha hK, ⟨?_, fun h => ?_⟩, key⟩
  · rintro ⟨K, hK, h⟩
    rw [(key K hK).1 h] at hK
    exact one_div_pos.1 hK
  · exact ⟨1 / a, one_div_pos.2 h, (key _ (one_div_pos.2 h)).2 rfl⟩

/-- For `a K ≠ 1` the T-matrix itself converges to `(4π / m) a / (1 - a K)` as the cutoff
is removed. -/
theorem tendsto_T {m a K : ℝ} (hm : 0 < m) (ha : a ≠ 0) (hK : 0 < K) (h : a * K ≠ 1) :
    Tendsto (fun L => (invT m a K L)⁻¹) atTop (𝓝 (4 * π / m * (a / (1 - a * K)))) := by
  have hne : m / (4 * π) * ((1 - a * K) / a) ≠ 0 :=
    mul_ne_zero (by positivity) (div_ne_zero (sub_ne_zero.2 h.symm) ha)
  have e : (m / (4 * π) * ((1 - a * K) / a))⁻¹ = 4 * π / m * (a / (1 - a * K)) := by
    rw [mul_inv, inv_div, inv_div]
  rw [← e]
  exact (tendsto_invT m ha hK).inv₀ hne

/-- For positive `K` and `L`, `arctan (L / K)` falls short of `π / 2` by a positive amount smaller
than `K / L`. -/
theorem arctan_tail {K L : ℝ} (hK : 0 < K) (hL : 0 < L) :
    0 < π / 2 - arctan (L / K) ∧ π / 2 - arctan (L / K) < K / L := by
  refine ⟨sub_pos.2 (arctan_lt_pi_div_two _), ?_⟩
  have h := arctan_inv_of_pos (div_pos hK hL)
  rw [inv_div] at h
  have hp := arctan_strictMono (div_pos hK hL)
  rw [arctan_zero] at hp
  have ht := lt_tan hp (arctan_lt_pi_div_two _)
  rw [tan_arctan] at ht
  linarith

/-- At finite cutoff the inverse T-matrix lies above its limit, by less than
`m K ^ 2 / (2 π ^ 2 L)`. -/
theorem cutoff_error {m a K L : ℝ} (hm : 0 < m) (ha : a ≠ 0) (hK : 0 < K) (hL : 0 < L) :
    0 < invT m a K L - m / (4 * π) * ((1 - a * K) / a) ∧
    invT m a K L - m / (4 * π) * ((1 - a * K) / a) < m * K ^ 2 / (2 * π ^ 2 * L) := by
  obtain ⟨h1, h2⟩ := arctan_tail hK hL
  have hc : 0 < m * K / (2 * π ^ 2) := by positivity
  have e : invT m a K L - m / (4 * π) * ((1 - a * K) / a)
      = m * K / (2 * π ^ 2) * (π / 2 - arctan (L / K)) := by
    rw [invT_eq hK]
    generalize arctan (L / K) = A
    have hpi := pi_ne_zero
    field_simp
    ring
  rw [e]
  refine ⟨mul_pos hc h1, (mul_lt_mul_of_pos_left h2 hc).trans_eq ?_⟩
  ring

/-- If the inverse T-matrix vanishes at finite cutoff `L`, then `a > 0` and `K` exceeds `1 / a`,
by less than `2 K ^ 2 / (π L)`. -/
theorem cutoff_pole {m a K L : ℝ} (hm : 0 < m) (hK : 0 < K) (hL : 0 < L)
    (h : invT m a K L = 0) :
    0 < a ∧ 1 / a < K ∧ K - 1 / a < 2 * K ^ 2 / (π * L) := by
  obtain ⟨h1, h2⟩ := arctan_tail hK hL
  have hA := arctan_strictMono (div_pos hL hK)
  rw [arctan_zero] at hA
  rw [invT_eq hK] at h
  generalize arctan (L / K) = A at h h1 h2 hA
  -- the pole condition fixes 1 / a in terms of K
  have e : m / (4 * π) * (1 / a - 2 * K * A / π) = 0 := by linear_combination h
  have hm' : m / (4 * π) ≠ 0 := by positivity
  have ea : 1 / a = 2 * K * A / π := sub_eq_zero.1 ((mul_eq_zero.1 e).resolve_left hm')
  have hpos : 0 < 1 / a := by rw [ea]; positivity
  have hc : 0 < 2 * K / π := by positivity
  have ed : K - 1 / a = 2 * K / π * (π / 2 - A) := by
    rw [ea]
    have hpi := pi_ne_zero
    field_simp
  refine ⟨one_div_pos.1 hpos, ?_, ?_⟩
  · have := mul_pos hc h1
    linarith
  · rw [ed]
    refine (mul_lt_mul_of_pos_left h2 hc).trans_eq ?_
    ring

/-- For `a = 2` and cutoff `L = 1` the inverse T-matrix vanishes at `K = 1`. -/
theorem cutoff_pole_witness (m : ℝ) : invT m 2 1 1 = 0 := by
  rw [invT_eq one_pos, div_one, arctan_one]
  have hpi := pi_ne_zero
  field_simp
  ring

end

end ContactTMatrix
```

```lean
#print axioms ContactTMatrix.renormalized_pole
#print axioms ContactTMatrix.tendsto_T
#print axioms ContactTMatrix.cutoff_error
#print axioms ContactTMatrix.cutoff_pole
```

```
'ContactTMatrix.renormalized_pole' depends on axioms: [propext, Classical.choice, Quot.sound]
'ContactTMatrix.tendsto_T' depends on axioms: [propext, Classical.choice, Quot.sound]
'ContactTMatrix.cutoff_error' depends on axioms: [propext, Classical.choice, Quot.sound]
'ContactTMatrix.cutoff_pole' depends on axioms: [propext, Classical.choice, Quot.sound]
```

## How the proof runs

`ladder_iff` carries out the division by $g$ and the multiplication by $g$ described above with `linear_combination`; the division appears as multiplication by `invCoupling`.

`bubble_integral` differentiates $k-K\arctan(k/K)$, checks that the result is the integrand, and applies the fundamental theorem of calculus; continuity supplies integrability. `invT_eq` inserts this integral, and `ring` cancels the linear terms.

`tendsto_invT` composes the arctangent limit with $L/K\to\infty$, then multiplies by the constant and subtracts.

In `renormalized_pole`, the auxiliary statement `key` settles the location of the zero. If `invT` tends to zero, `tendsto_nhds_unique` equates zero with the known limit, which forces $1-aK=0$. Conversely, inserting $K=1/a$ makes the known limit zero. The equivalence with $a>0$ follows from the sign of $1/a$.

`tendsto_T` inverts the limit, using that it is nonzero when $aK\neq1$. `arctan_tail` proves the two bounds on $\delta$: the lower one because the arctangent stays below $\pi/2$, the upper one from the reciprocal identity for the arctangent and `lt_tan`. `cutoff_error` multiplies them by $mK/(2\pi^2)$. `cutoff_pole` first solves the zero condition for $1/a$, then multiplies them by $2K/\pi$. `cutoff_pole_witness` evaluates the example with $\arctan1=\pi/4$.
